# For distinct diagonal entries and nonzero couplings, the quadratic amplitude equation has one real solution per eigenvalue

## Amplitudes and energies

A reference state, whose energy is taken as zero, couples to $n$ excited states. The coupling to state $i$ is $b_i$ and the energy of that state is $d_i$, both real. In an orthonormal basis the Hamiltonian is

$$H=\begin{pmatrix}0&b^T\\ b&M\end{pmatrix},\qquad M=\operatorname{diag}(d_1,\dots,d_n).$$

Write an eigenvector as $(1,t)$, with reference component one (intermediate normalisation); the unit vector is $(1,t)/\sqrt{1+t\cdot t}$. The amplitudes $t$ then satisfy

$$b+Mt=(b\cdot t)\,t,\qquad E=b\cdot t.$$

Assume that the $d_i$ are distinct, so that no two excited states are degenerate, and that every $b_i\neq0$, so that each couples to the reference. Then there are exactly $n+1$ real solutions, and their energies are the $n+1$ distinct eigenvalues of $H$. In this finite model of configuration interaction, a vanishing residual $b+Mt-(b\cdot t)\,t$ therefore does not identify the ground state when $n\geq1$.

## From amplitudes to eigenvectors and back

In components the equation reads $(E-d_i)t_i=b_i$. Since $b_i\neq0$, also $E\neq d_i$, and $t_i=b_i/(E-d_i)$: the energy fixes the amplitudes. Moreover, $H(1,t)=E(1,t)$, because the reference row is $b\cdot t=E$ and the other rows are $b_i+d_it_i=Et_i$.

Conversely, let $H(v_0,w)=E(v_0,w)$ with $(v_0,w)\neq0$. If $v_0=0$, then $(d_i-E)w_i=0$ for all $i$. As the $d_i$ are distinct, at most one $w_i$ is nonzero. The reference row reduces to $b_iw_i=0$, so that one vanishes too, a contradiction. Hence $v_0\neq0$, and dividing the rows by $v_0$ shows that $t=w/v_0$ is a solution with energy $E$.

For the count, take $n+1$ orthonormal eigenvectors $u_k$ of the symmetric matrix $H$, with reference components $u_{k,0}$. If $u_j$ and $u_k$, $j\neq k$, shared an eigenvalue, $u_{k,0}u_j-u_{j,0}u_k$ would solve the eigenvalue equation without a reference component, and so would be zero. Its product with $u_j$ gives $u_{k,0}=0$, hence $u_k=0$, which is impossible. The $n+1$ eigenvalues are distinct.

## Three solutions for two excited states

Take $d=(1,-1)$ and $b=(1,1)$. The second excited state then lies below the reference, which the model allows: the $d_i$ may have either sign, and "excited" only marks the states other than the reference. Inserting $t_i=b_i/(E-d_i)$ into $E=b\cdot t$ gives

$$E=\frac1{E-1}+\frac1{E+1}=\frac{2E}{E^2-1},$$

so $E=0$ or $E=\pm\sqrt3$. The solution with $E=0$ is $t=(-1,1)$, which satisfies the equation exactly but is not the ground state.

With $d=(0,0)$ and the same $b$, the equation becomes $Et_i=1$, so $E^2=2$ and only two solutions remain. The eigenvector $(0,1,-1)$, with eigenvalue $0$, has no reference component. Nonzero couplings alone thus do not guarantee $n+1$ solutions.

## The model in Lean

The finite type `ι` labels the excited states, and $n$ is `Fintype.card ι`.

```lean
import Mathlib

open Matrix

namespace QuadraticAmplitudeEquation

variable {ι : Type*} [Fintype ι] [DecidableEq ι]
```

The function `energy` is defined for every vector $t$, whether or not it is a solution.

```lean
/-- The energy `b · t` of an amplitude vector `t` with coupling vector `b`. -/
def energy (b t : ι → ℝ) : ℝ := b ⬝ᵥ t
```

`IsSolution` is the amplitude equation, with $M$ already diagonal.

```lean
/-- The quadratic amplitude equation `b + M t = (b · t) t` with `M = diag d`. -/
def IsSolution (d b t : ι → ℝ) : Prop :=
  b + Matrix.diagonal d *ᵥ t = energy b t • t
```

The basis of $H$ is `Option ι`: `none` is the reference and `some i` an excited state. In a basis of determinants, the excited block of a real molecular Hamiltonian matrix is in general not diagonal. An orthogonal rotation of the excited states diagonalises it, a step that the model takes as done; the conditions on $d_i$ and $b_i$ refer to the rotated states.

```lean
/-- The Hamiltonian `[[0, bᵀ], [b, diag d]]`; the index `none` is the reference state. -/
def hamiltonian (d b : ι → ℝ) : Matrix (Option ι) (Option ι) ℝ :=
  Matrix.of fun p q => match p, q with
    | none, none => 0
    | none, some j => b j
    | some i, none => b i
    | some i, some j => Matrix.diagonal d i j
```

Eigenvalues are real numbers with a nonzero real eigenvector, counted without multiplicity.

```lean
/-- `E` is an eigenvalue of the real matrix `A`: some nonzero `v` has `A v = E v`. -/
def IsEigenvalue {κ : Type*} [Fintype κ] (A : Matrix κ κ ℝ) (E : ℝ) : Prop :=
  ∃ v : κ → ℝ, v ≠ 0 ∧ A *ᵥ v = E • v
```

## Components and the missing reference

The first lemma gives the component form; `linear_combination` does the rearrangement.

```lean
/-- The amplitude equation in components: `(E - d i) t i = b i` with `E = b · t`. -/
theorem isSolution_iff (d b t : ι → ℝ) :
    IsSolution d b t ↔ ∀ i, (energy b t - d i) * t i = b i := by
  rw [IsSolution, funext_iff]
  refine forall_congr' fun i => ?_
  simp only [Pi.add_apply, Matrix.mulVec_diagonal, Pi.smul_apply, smul_eq_mul]
  constructor <;> intro h <;> linear_combination -h
```

The second splits $Hv=Ev$ into the reference row and the others.

```lean
/-- The eigenvalue equation of the Hamiltonian, split into its reference row and the others. -/
theorem eigen_iff (d b : ι → ℝ) (E : ℝ) (v : Option ι → ℝ) :
    hamiltonian d b *ᵥ v = E • v ↔ (∑ i, b i * v (some i) = E * v none) ∧
      ∀ i, b i * v none + d i * v (some i) = E * v (some i) := by
  rw [funext_iff, Option.forall]
  simp [hamiltonian, Matrix.mulVec, dotProduct, Fintype.sum_option, Matrix.diagonal_apply]
```

Next comes the argument for $v_0=0$. `Finset.sum_eq_single` reduces the reference row to the one component that might survive.

```lean
/-- If the `d i` are distinct and no `b i` vanishes, a vector that solves the eigenvalue equation
and has no reference component is zero. -/
theorem eq_zero_of_reference_eq_zero {d b : ι → ℝ} (hd : Function.Injective d)
    (hb : ∀ i, b i ≠ 0) {E : ℝ} {v : Option ι → ℝ}
    (hv : hamiltonian d b *ᵥ v = E • v) (h0 : v none = 0) : v = 0 := by
  obtain ⟨h1, h2⟩ := (eigen_iff d b E v).1 hv
  have hz : ∀ i, v (some i) = 0 := by
    intro i
    by_contra hi
    have hdi : d i = E := mul_right_cancel₀ hi (by linear_combination h2 i - b i * h0)
    -- only the component `i` can survive, and the reference row then forbids it
    have hs : ∑ j, b j * v (some j) = b i * v (some i) := by
      refine Finset.sum_eq_single i (fun j _ hj => ?_) (by simp)
      have hj0 : (d j - E) * v (some j) = 0 := by linear_combination h2 j - b j * h0
      rw [(mul_eq_zero.1 hj0).resolve_left
        (sub_ne_zero.2 fun h => hj (hd (h.trans hdi.symm))), mul_zero]
    rw [hs, h0, mul_zero] at h1
    exact mul_ne_zero (hb i) hi h1
  funext p
  cases p with
  | none => exact h0
  | some i => exact hz i
```

## Counting the eigenvalues

The spectral theorem supplies the orthonormal eigenvectors, stored as the rows of `U` and not, as is usual, as columns.

```lean
/-- A real symmetric matrix has a full set of orthonormal eigenvectors, the rows of `U`. -/
theorem exists_eigenbasis {κ : Type*} [Fintype κ] [DecidableEq κ] {A : Matrix κ κ ℝ}
    (hA : Aᵀ = A) : ∃ (e : κ → ℝ) (U : Matrix κ κ ℝ),
      (∀ k, U k ≠ 0 ∧ A *ᵥ U k = e k • U k) ∧ U * Uᵀ = 1 := by
  have hH : A.IsHermitian := by
    rw [Matrix.IsHermitian, Matrix.conjTranspose_eq_transpose_of_trivial]
    exact hA
  obtain ⟨U, hUd⟩ : ∃ U : Matrix κ κ ℝ, ∀ k, U k = (hH.eigenvectorBasis k).ofLp :=
    ⟨Matrix.of fun k => (hH.eigenvectorBasis k).ofLp, fun _ => rfl⟩
  have hU : U * Uᵀ = 1 := by
    ext j k
    have h := orthonormal_iff_ite.mp hH.eigenvectorBasis.orthonormal j k
    rw [PiLp.inner_apply] at h
    rw [Matrix.mul_apply, Matrix.one_apply]
    refine Eq.trans (Finset.sum_congr rfl fun i _ => ?_) h
    rw [Matrix.transpose_apply, hUd, hUd]
    simp [mul_comm]
  refine ⟨hH.eigenvalues, U, fun k => ⟨fun h0 => ?_, ?_⟩, hU⟩
  · have h := congrFun (congrFun hU k) k
    simp [Matrix.mul_apply, h0] at h
  · rw [hUd]
    exact hH.mulVec_eigenvectorBasis k
```

It applies because $H$ is symmetric.

```lean
omit [Fintype ι] in
/-- The Hamiltonian is symmetric. -/
theorem hamiltonian_symm (d b : ι → ℝ) : (hamiltonian d b)ᵀ = hamiltonian d b := by
  ext p q
  match p, q with
  | none, none => rfl
  | none, some _ => rfl
  | some _, none => rfl
  | some i, some j => exact congrFun (congrFun (Matrix.diagonal_transpose d) i) j
```

In the count, `hinj` is the elimination between two degenerate eigenvectors. `hset` shows that no eigenvalue is missing: an eigenvector for any other value would be orthogonal to every row of `U`, hence zero.

```lean
/-- If the `d i` are distinct and no `b i` vanishes, the Hamiltonian has exactly `n + 1`
different eigenvalues. -/
theorem ncard_eigenvalues {d b : ι → ℝ} (hd : Function.Injective d) (hb : ∀ i, b i ≠ 0) :
    {E | IsEigenvalue (hamiltonian d b) E}.ncard = Fintype.card ι + 1 := by
  obtain ⟨e, U, he, hU⟩ := exists_eigenbasis (hamiltonian_symm d b)
  have hdot : ∀ p q, U p ⬝ᵥ U q = (1 : Matrix (Option ι) (Option ι) ℝ) p q :=
    fun p q => congrFun (congrFun hU p) q
  have hinj : Function.Injective e := by
    intro j k hjk
    by_contra hne
    -- eliminate the reference component between two degenerate eigenvectors
    have hz : U k none • U j - U j none • U k = 0 := by
      refine eq_zero_of_reference_eq_zero hd hb (E := e j) ?_ ?_
      · rw [Matrix.mulVec_sub, Matrix.mulVec_smul, Matrix.mulVec_smul, (he j).2, (he k).2,
          ← hjk]
        module
      · simp only [Pi.sub_apply, Pi.smul_apply, smul_eq_mul]
        ring
    have h := congrArg (fun w => w ⬝ᵥ U j) hz
    have hkj : (1 : Matrix (Option ι) (Option ι) ℝ) k j = 0 :=
      Matrix.one_apply_ne (Ne.symm hne)
    simp only [sub_dotProduct, smul_dotProduct, hdot, zero_dotProduct, Matrix.one_apply_eq,
      hkj, smul_eq_mul] at h
    exact (he k).1 (eq_zero_of_reference_eq_zero hd hb (he k).2 (by linarith))
  have hset : {E | IsEigenvalue (hamiltonian d b) E} = Set.range e := by
    ext E
    constructor
    · rintro ⟨v, hv, hE⟩
      by_contra hn
      -- otherwise `v` is orthogonal to the whole eigenbasis
      have hUv : U *ᵥ v = 0 := by
        funext k
        have hs : U k ⬝ᵥ (hamiltonian d b *ᵥ v) = (hamiltonian d b *ᵥ U k) ⬝ᵥ v := by
          rw [Matrix.dotProduct_mulVec, ← Matrix.vecMul_transpose, hamiltonian_symm]
        rw [hE, (he k).2, dotProduct_smul, smul_dotProduct, smul_eq_mul, smul_eq_mul] at hs
        have h0 : (e k - E) * (U k ⬝ᵥ v) = 0 := by linear_combination -hs
        exact (mul_eq_zero.1 h0).resolve_left (sub_ne_zero.2 fun h => hn ⟨k, h⟩)
      apply hv
      rw [← Matrix.one_mulVec v, ← mul_eq_one_comm.1 hU, ← Matrix.mulVec_mulVec, hUv,
        Matrix.mulVec_zero]
    · rintro ⟨k, rfl⟩
      exact ⟨U k, he k⟩
  rw [hset, ← Set.image_univ, Set.ncard_image_of_injective _ hinj, Set.ncard_univ,
    Nat.card_eq_fintype_card, Fintype.card_option]
```

## Solutions matched with the spectrum

`Set.BijOn` states the one-to-one correspondence. Its three parts are the eigenvector $(1,t)$, the recovery of $t$ from $E$, and the scaling by $1/v_0$; the count of eigenvalues then carries over to the solutions. Since `ncard` is zero for infinite sets, the value $n+1$ also implies finiteness.

```lean
/-- If the `d i` are distinct and no `b i` vanishes, the amplitude equation has exactly `n + 1`
real solutions, and the energy maps them one-to-one onto the eigenvalues of the Hamiltonian. -/
theorem solutions_correspond_to_spectrum {d b : ι → ℝ} (hd : Function.Injective d)
    (hb : ∀ i, b i ≠ 0) :
    {t | IsSolution d b t}.ncard = Fintype.card ι + 1 ∧
      Set.BijOn (energy b) {t | IsSolution d b t}
        {E | IsEigenvalue (hamiltonian d b) E} := by
  have hbij : Set.BijOn (energy b) {t | IsSolution d b t}
      {E | IsEigenvalue (hamiltonian d b) E} := by
    refine ⟨fun t ht => ?_, fun t ht s hs hts => ?_, ?_⟩
    · -- a solution gives the eigenvector `(1, t)`
      have h := (isSolution_iff d b t).1 ht
      refine ⟨fun p => p.elim 1 t, fun h0 => one_ne_zero (congrFun h0 none),
        (eigen_iff d b _ _).2 ⟨?_, fun i => ?_⟩⟩
      · show ∑ i, b i * t i = energy b t * 1
        rw [mul_one]
        rfl
      · show b i * 1 + d i * t i = energy b t * t i
        linear_combination -(h i)
    · -- the energy determines the amplitudes
      funext i
      have h1 := (isSolution_iff d b t).1 ht i
      have h2 := (isSolution_iff d b s).1 hs i
      rw [← hts] at h2
      have hne : energy b t - d i ≠ 0 := fun h => hb i (by rw [← h1, h, zero_mul])
      exact mul_left_cancel₀ hne (h1.trans h2.symm)
    · -- an eigenvector is scaled to reference component one
      rintro E ⟨v, hv, hEv⟩
      have hv0 : v none ≠ 0 := fun h => hv (eq_zero_of_reference_eq_zero hd hb hEv h)
      obtain ⟨h1, h2⟩ := (eigen_iff d b E v).1 hEv
      have hE : energy b (fun i => v (some i) / v none) = E := by
        have h3 : energy b (fun i => v (some i) / v none)
            = (∑ i, b i * v (some i)) / v none := by
          rw [Finset.sum_div]
          exact Finset.sum_congr rfl fun i _ => (mul_div_assoc _ _ _).symm
        rw [h3, h1, mul_div_cancel_right₀ E hv0]
      refine ⟨fun i => v (some i) / v none, (isSolution_iff d b _).2 fun i => ?_, hE⟩
      rw [hE, ← mul_div_assoc, div_eq_iff hv0]
      linear_combination -(h2 i)
  refine ⟨?_, hbij⟩
  rw [← Set.InjOn.ncard_image hbij.injOn, hbij.image_eq, ncard_eigenvalues hd hb]
```

For $n\geq1$ there are at least two solutions, and their energies differ, so one lies above the other. Whether a particular iteration converges, and to which solution, is a separate question.

```lean
/-- If the `d i` are distinct, no `b i` vanishes and `n ≥ 1`, some solution of the amplitude
equation has a higher energy than another solution. -/
theorem exists_excited_solution [Nonempty ι] {d b : ι → ℝ} (hd : Function.Injective d)
    (hb : ∀ i, b i ≠ 0) :
    ∃ t s, IsSolution d b t ∧ IsSolution d b s ∧ energy b s < energy b t := by
  obtain ⟨hcard, hbij⟩ := solutions_correspond_to_spectrum hd hb
  have hone : 1 < {t | IsSolution d b t}.ncard := by
    have hpos : 0 < Fintype.card ι := Fintype.card_pos
    omega
  obtain ⟨t, ht, -⟩ := Set.exists_ne_of_one_lt_ncard hone 0
  obtain ⟨s, hs, hst⟩ := Set.exists_ne_of_one_lt_ncard hone t
  have hne : energy b s ≠ energy b t := fun h => hst (hbij.injOn hs ht h)
  rcases lt_or_gt_of_ne hne with h | h
  · exact ⟨t, s, ht, hs, h⟩
  · exact ⟨s, t, hs, ht, h⟩

end QuadraticAmplitudeEquation
```

```lean
#print axioms QuadraticAmplitudeEquation.solutions_correspond_to_spectrum
-- 'QuadraticAmplitudeEquation.solutions_correspond_to_spectrum' depends on axioms: [propext, Classical.choice, Quot.sound]
#print axioms QuadraticAmplitudeEquation.exists_excited_solution
-- 'QuadraticAmplitudeEquation.exists_excited_solution' depends on axioms: [propext, Classical.choice, Quot.sound]
```
